# The product of two signed permutation matrices is a signed permutation matrix

A signed permutation matrix reorders a finite set of orbitals and multiplies each by `1` or `-1`; as a real matrix, it has a single nonzero entry in each row, `s i` in column `σ i`. The lemma says that the product of two such matrices is again one. The proof names the new permutation, `σ.trans τ`, which sends `i` to `τ (σ i)`, and the new signs, `s i * t (σ i)`. It checks case by case that these signs are `1` or `-1`, then compares the matrices entry by entry, where only the term `j = σ i` of the sum in the product survives.

The first attempt, which Lean rejects:

```lean
import Mathlib

open Matrix

namespace Mul

noncomputable section

variable {n : Type*} [Fintype n] [DecidableEq n]

/-- The matrix that has the entry `s i` in row `i` and column `σ i`, and zeros elsewhere. -/
def signedPerm (σ : Equiv.Perm n) (s : n → ℝ) : Matrix n n ℝ :=
  Matrix.of fun i j => if j = σ i then s i else 0

/-- A signed permutation matrix: it reorders the orbitals and multiplies each by `1` or `-1`. -/
def IsSignedPerm (U : Matrix n n ℝ) : Prop :=
  ∃ (σ : Equiv.Perm n) (s : n → ℝ), (∀ i, s i = 1 ∨ s i = -1) ∧ U = signedPerm σ s

/-- Two successive changes of order and sign are again a change of order and sign. -/
theorem IsSignedPerm.mul {U V : Matrix n n ℝ} (hU : IsSignedPerm U) (hV : IsSignedPerm V) :
    IsSignedPerm (U * V) := by
  obtain ⟨σ, s, hs, rfl⟩ := hU
  obtain ⟨τ, t, ht, rfl⟩ := hV
  refine ⟨σ.trans τ, fun i => s i * t (σ i), ?_, ?_⟩
  · intro i
    rcases hs i with h | h <;> rcases ht (σ i) with h' | h' <;> simp [h, h']
  · ext i k
    rw [Matrix.mul_apply, Finset.sum_eq_single (σ i)]
    · simp [signedPerm]
    · intro j _ hj
      simp [signedPerm, hj]
    · simp

end

end Mul
```

Lean reports:

```
Main.lean:29:4: error: unsolved goals
case refine_2
n : Type u_1
inst✝¹ : Fintype n
inst✝ : DecidableEq n
σ : Equiv.Perm n
s : n → ℝ
hs : ∀ (i : n), s i = 1 ∨ s i = -1
τ : Equiv.Perm n
t : n → ℝ
ht : ∀ (i : n), t i = 1 ∨ t i = -1
i k : n
⊢ (if k = τ (σ i) then s i * t (σ i) else 0) = if k = τ (σ i) then s i * t (σ i) else 0
```

The mended proof, as a diff:

```diff
@@ -27,5 +27,5 @@
   · ext i k
     rw [Matrix.mul_apply, Finset.sum_eq_single (σ i)]
-    · simp [signedPerm]
+    · by_cases h : k = τ (σ i) <;> simp [signedPerm, h]
     · intro j _ hj
       simp [signedPerm, hj]
```

Cause. The error says that `simp [signedPerm]` left a goal open, though its two sides print identically. They must therefore differ in something Lean does not print. An `if` carries a hidden `Decidable` instance, the procedure that decides its condition, and the code points there. On the right the condition began as `k = (σ.trans τ) i`. `simp` rewrote it to `k = τ (σ i)`, but the instance can still mention `σ.trans τ`, while the one on the left is built from `τ (σ i)` directly. The two agree once `σ.trans τ` is unfolded, but `simp` does not unfold that far when it tries to close the goal by reflexivity.

The repair splits on whether `k = τ (σ i)` and gives that fact to `simp` as `h`. Each `if` then reduces to one of its branches, whichever instance it carries. Both sides become `s i * t (σ i)` in the first case and `0` in the second, so no instances are left to compare.
